# A finite sum of SU(2) matrices is a non-negative multiple of an SU(2) matrix

In a heat-bath update of SU(2) lattice gauge theory, one link matrix $U$ is redrawn while all other links are held fixed. With the Wilson action, each plaquette containing the link contributes the real part of the trace of $U$ times a product of three neighbouring links, called a staple, in which a link traversed backwards enters as its adjoint. If $A$ denotes the sum of these staples, the conditional density of $U$ with respect to Haar measure is proportional to

$$\exp\!\Big(\frac{\beta}{2}\,\mathrm{Re}\,\mathrm{tr}(UA)\Big),$$

where $\beta$ is proportional to $1/g^2$, with $g$ the gauge coupling. Each staple lies in SU(2), but their sum in general does not. It is nevertheless always a non-negative number, $\sqrt{\det A}$, times a group element.

## Links, staples and the link weight

Links are complex $2\times2$ matrices, and `SU2` abbreviates Mathlib's special unitary group. Membership `U ∈ SU2` is a property of a matrix, so group elements can be added as matrices even though the sum may leave the group.

```lean
import Mathlib

open Matrix
open scoped ComplexConjugate

namespace SU2StapleLemma

noncomputable section

local notation "SU2" => Matrix.specialUnitaryGroup (Fin 2) ℂ
```

Rows and columns are numbered from 0, as in Lean. Write $a=A_{00}$ and $b=A_{01}$ for the first row of a matrix $A$, and a bar for complex conjugation. The matrix has quaternionic form if

$$A=\begin{pmatrix} a & b\\ -\bar b & \bar a\end{pmatrix}.$$

The two fields of the structure state the two entries of the second row.

```lean
/-- A complex 2×2 matrix has quaternionic form if its rows are `(a, b)` and
`(-conj b, conj a)`. -/
structure IsQuaternionic (A : Matrix (Fin 2) (Fin 2) ℂ) : Prop where
  lower_left : A 1 0 = -conj (A 0 1)
  lower_right : A 1 1 = conj (A 0 0)
```

The staple sum is $A=\sum_{i\in s}U_i$ over a finite index set $s$. Here each $U_i$ stands for a whole staple, already multiplied out. The lattice geometry does not enter, and the number of terms is arbitrary; an empty sum gives $A=0$.

```lean
/-- The staple sum: the sum of a finite family of matrices. -/
def staple {ι : Type*} (s : Finset ι) (U : ι → Matrix (Fin 2) (Fin 2) ℂ) :
    Matrix (Fin 2) (Fin 2) ℂ :=
  ∑ i ∈ s, U i
```

The weight is the exponential above, without its normalising constant. It is defined for any pair of matrices and any real $\beta$.

```lean
/-- The Boltzmann weight `exp((β/2) Re tr(U A))` of a link `U` with staple sum `A`. -/
def linkWeight (β : ℝ) (A U : Matrix (Fin 2) (Fin 2) ℂ) : ℝ :=
  Real.exp (β / 2 * (U * A).trace.re)
```

## Quaternionic form survives addition

Let $U$ be in SU(2), so that $U^*U=1$ and $\det U=1$, with $U^*$ the conjugate transpose. The adjugate satisfies $U\,\mathrm{adj}(U)=(\det U)\,1=1$. Hence

$$U^*=U^*\big(U\,\mathrm{adj}(U)\big)=(U^*U)\,\mathrm{adj}(U)=\mathrm{adj}(U).$$

Written out, this is

$$\begin{pmatrix}\overline{U_{00}} & \overline{U_{10}}\\ \overline{U_{01}} & \overline{U_{11}}\end{pmatrix}=\begin{pmatrix}U_{11} & -U_{01}\\ -U_{10} & U_{00}\end{pmatrix}.$$

The first column gives $U_{11}=\overline{U_{00}}$ and $U_{10}=-\overline{U_{01}}$, which is the quaternionic form. In the code, `h3` is the matrix identity, and `e00` and `e10` are the two entries read off from it.

```lean
/-- Every SU(2) matrix has quaternionic form. -/
theorem isQuaternionic_of_mem {U : Matrix (Fin 2) (Fin 2) ℂ} (hU : U ∈ SU2) :
    IsQuaternionic U := by
  obtain ⟨hu, hd⟩ := Matrix.mem_specialUnitaryGroup_iff.mp hU
  have h1 : star U * U = 1 := Matrix.mem_unitaryGroup_iff'.mp hu
  have h2 : U * U.adjugate = 1 := by rw [Matrix.mul_adjugate, hd, one_smul]
  -- the adjoint and the adjugate are both the inverse of `U`
  have h3 : star U = U.adjugate := by
    calc star U = star U * (U * U.adjugate) := by rw [h2, mul_one]
      _ = U.adjugate := by rw [← mul_assoc, h1, one_mul]
  rw [Matrix.adjugate_fin_two] at h3
  have e00 : conj (U 0 0) = U 1 1 := by
    simpa [Matrix.star_apply] using congrFun (congrFun h3 0) 0
  have e10 : conj (U 0 1) = -U 1 0 := by
    simpa [Matrix.star_apply] using congrFun (congrFun h3 1) 0
  exact ⟨by rw [e10, neg_neg], e00.symm⟩
```

Conjugation and negation both commute with finite sums, so

$$A_{10}=\sum_{i\in s}(U_i)_{10}=-\overline{\sum_{i\in s}(U_i)_{01}}=-\overline{A_{01}},\qquad
A_{11}=\sum_{i\in s}\overline{(U_i)_{00}}=\overline{A_{00}}.$$

The hypothesis `hU` asks for SU(2) membership only for indices in `s`. The proof moves the conjugation through the sum with `map_sum` and then compares the sums term by term.

```lean
/-- A finite sum of SU(2) matrices has quaternionic form. -/
theorem isQuaternionic_staple {ι : Type*} (s : Finset ι)
    (U : ι → Matrix (Fin 2) (Fin 2) ℂ) (hU : ∀ i ∈ s, U i ∈ SU2) :
    IsQuaternionic (staple s U) := by
  unfold staple
  refine ⟨?_, ?_⟩
  · rw [Matrix.sum_apply, Matrix.sum_apply, map_sum, ← Finset.sum_neg_distrib]
    exact Finset.sum_congr rfl fun i hi => (isQuaternionic_of_mem (hU i hi)).lower_left
  · rw [Matrix.sum_apply, Matrix.sum_apply, map_sum]
    exact Finset.sum_congr rfl fun i hi => (isQuaternionic_of_mem (hU i hi)).lower_right
```

## The determinant and the product with the adjoint

For a matrix of quaternionic form,

$$\det A=A_{00}A_{11}-A_{01}A_{10}=a\bar a+b\bar b=|a|^2+|b|^2.$$

In Lean the determinant is a complex number, and the theorem equates it with a real number regarded as complex. `Complex.normSq` is the squared modulus.

```lean
/-- The determinant of a matrix of quaternionic form is `|a|² + |b|²`, with `(a, b)` its
first row. -/
theorem IsQuaternionic.det_eq {A : Matrix (Fin 2) (Fin 2) ℂ} (h : IsQuaternionic A) :
    A.det = ((Complex.normSq (A 0 0) + Complex.normSq (A 0 1) : ℝ) : ℂ) := by
  rw [Matrix.det_fin_two, h.lower_left, h.lower_right, Complex.ofReal_add,
    ← Complex.mul_conj, ← Complex.mul_conj]
  ring
```

The adjoint of such a matrix is again its adjugate:

$$A^*=\begin{pmatrix}\bar a & -b\\ \bar b & a\end{pmatrix}=\mathrm{adj}(A),$$

and therefore $AA^*=A\,\mathrm{adj}(A)=(\det A)\,1$. The code checks the first equality on the four entries and obtains the second from `Matrix.mul_adjugate`.

```lean
/-- A matrix `A` of quaternionic form satisfies `A A* = (det A) 1`. -/
theorem IsQuaternionic.mul_conjTranspose {A : Matrix (Fin 2) (Fin 2) ℂ}
    (h : IsQuaternionic A) : A * Aᴴ = A.det • (1 : Matrix (Fin 2) (Fin 2) ℂ) := by
  have hadj : Aᴴ = A.adjugate := by
    rw [Matrix.adjugate_fin_two]
    ext i j
    fin_cases i <;> fin_cases j <;>
      simp [Matrix.conjTranspose_apply, h.lower_left, h.lower_right]
  rw [hadj, Matrix.mul_adjugate]
```

The proof turns on this Mathlib lemma. `Matrix.mul_adjugate` states $A\,\mathrm{adj}(A)=(\det A)\,1$ for every square matrix over a commutative ring, invertible or not. It is used twice: on a group element, where the determinant is 1 and the adjugate is the inverse, and on the sum, which may be singular. What connects the two uses is `Matrix.adjugate_fin_two`, the explicit $2\times2$ adjugate, whose entries are linear in those of the matrix. The condition $A^*=\mathrm{adj}(A)$ is therefore preserved under addition. For $3\times3$ matrices the adjugate is quadratic in the entries, and this argument stops working.

## Splitting off the SU(2) factor

Suppose $A$ has quaternionic form and is not zero. If $|a|^2+|b|^2$ were not positive, both $a$ and $b$ would vanish, and with them the second row. So $\det A>0$. Set $k=\sqrt{\det A}$ and $V=A/k$. Then

$$VV^*=\frac{AA^*}{k^2}=1,\qquad \det V=\frac{\det A}{k^2}=1,$$

so $V$ is in SU(2) and $A=kV$. If also $A=kW$, dividing by $k$ gives $W=V$.

Because the determinant is complex in Lean, positivity and the square root are stated for its real part, `A.det.re`. The fact `hkk` records $k^2=\det A$. The three final blocks prove that $V$ lies in SU(2), that $kV=A$, and that $V$ is unique, which is the content of `∃!`.

```lean
/-- A non-zero matrix of quaternionic form has positive determinant and is `sqrt(det A)`
times exactly one SU(2) matrix. -/
theorem IsQuaternionic.polar {A : Matrix (Fin 2) (Fin 2) ℂ} (h : IsQuaternionic A)
    (hA : A ≠ 0) :
    0 < A.det.re ∧ ∃! V, V ∈ SU2 ∧ A = ((√(A.det.re) : ℝ) : ℂ) • V := by
  have hre : A.det.re = Complex.normSq (A 0 0) + Complex.normSq (A 0 1) := by
    rw [h.det_eq, Complex.ofReal_re]
  have hpos : 0 < A.det.re := by
    by_contra hn
    have hn' := not_lt.mp hn
    have p0 := Complex.normSq_nonneg (A 0 0)
    have p1 := Complex.normSq_nonneg (A 0 1)
    have ha : A 0 0 = 0 := Complex.normSq_eq_zero.mp (by linarith)
    have hb : A 0 1 = 0 := Complex.normSq_eq_zero.mp (by linarith)
    apply hA
    ext i j
    fin_cases i <;> fin_cases j <;> simp [h.lower_left, h.lower_right, ha, hb]
  refine ⟨hpos, ?_⟩
  obtain ⟨k, hk⟩ : ∃ k : ℝ, k = √(A.det.re) := ⟨_, rfl⟩
  have hk0 : (k : ℂ) ≠ 0 := by
    rw [hk]
    exact Complex.ofReal_ne_zero.mpr (Real.sqrt_pos.mpr hpos).ne'
  have hkk : (k : ℂ) * k = A.det := by
    rw [← Complex.ofReal_mul, hk, Real.mul_self_sqrt hpos.le, hre, ← h.det_eq]
  rw [← hk]
  -- the SU(2) factor is `A` divided by the square root of its determinant
  refine ⟨(k : ℂ)⁻¹ • A, ⟨?_, ?_⟩, ?_⟩
  · refine Matrix.mem_specialUnitaryGroup_iff.mpr ⟨?_, ?_⟩
    · have hs : star ((k : ℂ)⁻¹) = (k : ℂ)⁻¹ := by simp
      have hc : (k : ℂ)⁻¹ * (k : ℂ)⁻¹ * ((k : ℂ) * k) = 1 := by field_simp
      rw [Matrix.mem_unitaryGroup_iff, Matrix.star_eq_conjTranspose,
        Matrix.conjTranspose_smul, hs, smul_mul_assoc, mul_smul_comm,
        h.mul_conjTranspose, ← hkk, smul_smul, smul_smul, hc, one_smul]
    · rw [Matrix.det_smul, Fintype.card_fin, ← hkk]
      field_simp
  · rw [smul_smul, mul_inv_cancel₀ hk0, one_smul]
  · rintro W ⟨_, hW⟩
    rw [hW, smul_smul, inv_mul_cancel₀ hk0, one_smul]
```

For a staple sum these results combine into one theorem with four parts. The determinant has zero imaginary part; its real part is non-negative; $AA^*=(\det A)\,1$; and either $A=0$, or $\det A>0$ and $A=\sqrt{\det A}\,V$ for exactly one $V$ in SU(2). The only hypothesis is that the summands belong to SU(2). The proof feeds the quaternionic form of the sum into the preceding lemmas and separates the cases $A=0$ and $A\neq0$.

```lean
/-- Staple lemma: a finite sum `A` of SU(2) matrices has real determinant `det A ≥ 0` and
satisfies `A A* = (det A) 1`; either `A` is zero, or `det A > 0` and `A` is `sqrt(det A)`
times exactly one SU(2) matrix. -/
theorem staple_lemma {ι : Type*} (s : Finset ι)
    (U : ι → Matrix (Fin 2) (Fin 2) ℂ) (hU : ∀ i ∈ s, U i ∈ SU2) :
    (staple s U).det.im = 0 ∧ 0 ≤ (staple s U).det.re ∧
    staple s U * (staple s U)ᴴ = (staple s U).det • (1 : Matrix (Fin 2) (Fin 2) ℂ) ∧
    (staple s U = 0 ∨ (0 < (staple s U).det.re ∧
      ∃! V, V ∈ SU2 ∧ staple s U = ((√((staple s U).det.re) : ℝ) : ℂ) • V)) := by
  have h := isQuaternionic_staple s U hU
  refine ⟨?_, ?_, h.mul_conjTranspose, ?_⟩
  · rw [h.det_eq, Complex.ofReal_im]
  · rw [h.det_eq, Complex.ofReal_re]
    exact add_nonneg (Complex.normSq_nonneg _) (Complex.normSq_nonneg _)
  · by_cases hA : staple s U = 0
    · exact Or.inl hA
    · exact Or.inr (h.polar hA)
```

## The link weight depends only on a trace

Substitute $U=WV^*$. If $A=\sqrt{\det A}\,V$, then

$$\mathrm{tr}(WV^*A)=\sqrt{\det A}\;\mathrm{tr}(WV^*V)=\sqrt{\det A}\;\mathrm{tr}\,W,$$

and the weight becomes

$$\exp\!\Big(\frac{\beta}{2}\sqrt{\det A}\;\mathrm{Re}\,\mathrm{tr}\,W\Big).$$

If $A=0$, both sides equal 1 and $V=1$ will do. The theorem supplies one $V$ that works for all real $\beta$ and all complex $2\times2$ matrices $W$, in particular those in SU(2). In the code, `key` is the trace identity.

```lean
/-- Heat-bath substitution: for a staple sum `A` of SU(2) matrices there is `V` in SU(2) such
that the link `W V*` has weight `exp((β/2) sqrt(det A) Re tr W)`, for all `β` and `W`. -/
theorem heat_bath_weight {ι : Type*} (s : Finset ι)
    (U : ι → Matrix (Fin 2) (Fin 2) ℂ) (hU : ∀ i ∈ s, U i ∈ SU2) :
    ∃ V ∈ SU2, ∀ (β : ℝ) (W : Matrix (Fin 2) (Fin 2) ℂ),
      linkWeight β (staple s U) (W * Vᴴ) =
        Real.exp (β / 2 * √((staple s U).det.re) * W.trace.re) := by
  rcases (staple_lemma s U hU).2.2.2 with hA | ⟨_, V, ⟨hV, hAV⟩, _⟩
  · refine ⟨1, one_mem _, fun β W => ?_⟩
    rw [hA]
    simp [linkWeight]
  · refine ⟨V, hV, fun β W => ?_⟩
    have hVV : Vᴴ * V = 1 :=
      Matrix.mem_unitaryGroup_iff'.mp (Matrix.mem_specialUnitaryGroup_iff.mp hV).1
    -- the SU(2) factor of the staple cancels against `V*`
    have key : (W * Vᴴ * staple s U).trace =
        ((√((staple s U).det.re) : ℝ) : ℂ) * W.trace := by
      calc (W * Vᴴ * staple s U).trace
          = (W * Vᴴ * (((√((staple s U).det.re) : ℝ) : ℂ) • V)).trace := by rw [← hAV]
        _ = ((√((staple s U).det.re) : ℝ) : ℂ) * W.trace := by
          rw [mul_smul_comm, mul_assoc, hVV, mul_one, Matrix.trace_smul, smul_eq_mul]
    unfold linkWeight
    rw [key, Complex.re_ofReal_mul]
    congr 1
    ring
```

In simulations of pure SU(2) gauge theory with the Wilson action, this reduces a single-link heat-bath update to drawing $W$ from a density that depends only on its trace, followed by setting $U=WV^*$. That last step rests on the invariance of Haar measure, which the Lean file does not treat, just as it contains no sampling algorithm.

## Two SU(3) matrices whose sum has no such form

For SU(3), take $D=\mathrm{diag}(1,-1,-1)$, which is unitary with determinant 1. Then

$$1+D=\mathrm{diag}(2,0,0),\qquad (1+D)(1+D)^*=\mathrm{diag}(4,0,0),$$

and this is not $c\,1$ for any complex $c$: the middle diagonal entry requires $c=0$, the first $c=4$. The sum is therefore not a multiple of a unitary matrix, and the substitution used for SU(2) is not available for it. The Lean proof checks that $D$ belongs to SU(3) and then compares the same two diagonal entries.

```lean
/-- The matrix `D = diag(1, -1, -1)` lies in SU(3), and `A = 1 + D` has `A A*` not proportional to
the identity. -/
theorem su3_counterexample :
    let D : Matrix (Fin 3) (Fin 3) ℂ := !![1, 0, 0; 0, -1, 0; 0, 0, -1]
    D ∈ Matrix.specialUnitaryGroup (Fin 3) ℂ ∧
      ∀ c : ℂ, (1 + D) * (1 + D)ᴴ ≠ c • (1 : Matrix (Fin 3) (Fin 3) ℂ) := by
  intro D
  refine ⟨Matrix.mem_specialUnitaryGroup_iff.mpr ⟨?_, ?_⟩, ?_⟩
  · rw [Matrix.mem_unitaryGroup_iff]
    ext i j
    fin_cases i <;> fin_cases j <;>
      simp [D, Matrix.mul_apply, Fin.sum_univ_succ, Matrix.star_apply]
  · simp [D, Matrix.det_fin_three]
  · intro c h
    -- the middle diagonal entry forces `c = 0`, the first one forbids it
    have h1 : c = 0 := by
      simpa [D, Matrix.mul_apply, Fin.sum_univ_succ, Matrix.one_apply] using
        (congrFun (congrFun h 1) 1).symm
    rw [h1, zero_smul] at h
    have h0 := congrFun (congrFun h 0) 0
    norm_num [D, Matrix.mul_apply, Fin.sum_univ_succ, Matrix.one_apply] at h0

end

end SU2StapleLemma
```

```lean
#print axioms SU2StapleLemma.staple_lemma
#print axioms SU2StapleLemma.heat_bath_weight
#print axioms SU2StapleLemma.su3_counterexample
```

```
'SU2StapleLemma.staple_lemma' depends on axioms: [propext, Classical.choice, Quot.sound]
'SU2StapleLemma.heat_bath_weight' depends on axioms: [propext, Classical.choice, Quot.sound]
'SU2StapleLemma.su3_counterexample' depends on axioms: [propext, Classical.choice, Quot.sound]
```
